# Counting the couplings of open shells to a given total spin by binomial coefficients

Couple 2q + s open shells, each a spin-1/2, one at a time to total spin s/2; `branching` counts the ways by the recursion of the branching diagram. The theorem `branching_add_choose` says that this count, plus the number of spin strings with q + s + 1 up spins, is the number of strings with q + s up spins. The count is thus a difference of two binomial coefficients, written as a sum to avoid subtraction in the natural numbers. It concerns spin alone, for any finite number of shells, and involves no Hamiltonian. The proof goes by induction on the number of shells, using Pascal's rule, and treats s = 0 and q = 0 separately.

In Lean, a first try:

```lean
import Mathlib

open Finset

namespace BranchingAddChoose

/-- The number of ways to couple `u` open shells to total spin `s/2`, adding one
spin-1/2 at a time (the branching diagram). -/
def branching : ℕ → ℕ → ℕ
  | 0, 0 => 1
  | 0, _ + 1 => 0
  | u + 1, 0 => branching u 1
  | u + 1, s + 1 => branching u s + branching u (s + 2)

/-- Fewer than `s` open shells cannot be coupled to spin `s/2`. -/
theorem branching_eq_zero {u s : ℕ} (h : u < s) : branching u s = 0 := by
  induction u generalizing s with
  | zero =>
    obtain ⟨k, rfl⟩ : ∃ k, s = k + 1 := ⟨s - 1, by omega⟩
    rfl
  | succ u ih =>
    obtain ⟨k, rfl⟩ : ∃ k, s = k + 1 := ⟨s - 1, by omega⟩
    have hb : branching (u + 1) (k + 1) = branching u k + branching u (k + 2) := rfl
    rw [hb, ih (by omega), ih (by omega)]

/-- For `2q + s` open shells, the couplings to spin `s/2` and the spin strings with
`q + s + 1` up spins together are as many as the strings with `q + s` up spins. -/
theorem branching_add_choose (q s : ℕ) :
    branching (2 * q + s) s + (2 * q + s).choose (q + s + 1) = (2 * q + s).choose (q + s) := by
  suffices H : ∀ u q s : ℕ, u = 2 * q + s →
      branching u s + u.choose (q + s + 1) = u.choose (q + s) from H _ q s rfl
  intro u
  induction u with
  | zero =>
    intro q s hu
    obtain rfl : q = 0 := by omega
    obtain rfl : s = 0 := by omega
    rfl
  | succ u ih =>
    intro q s hu
    rcases s with _ | s
    · -- a singlet arises only from a doublet
      obtain ⟨k, rfl⟩ : ∃ k, q = k + 1 := ⟨q - 1, by omega⟩
      have h := ih k 1 (by omega)
      have hs := Nat.choose_symm_half k
      rw [show 2 * k + 1 = u by omega] at hs
      have e1 := Nat.choose_succ_succ' u (k + 1)
      have e2 := Nat.choose_succ_succ' u k
      show branching u 1 + (u + 1).choose (k + 1 + 1) = (u + 1).choose (k + 1)
      omega
    · have hb : branching (u + 1) (s + 1) = branching u s + branching u (s + 2) := rfl
      rcases q with _ | q
      · have h := ih 0 s (by omega)
        rw [Nat.zero_add] at h
        have h0 : branching u (s + 2) = 0 := branching_eq_zero (by omega)
        have h1 : u.choose (s + 1 + 1) = 0 := Nat.choose_eq_zero_of_lt (by omega)
        have e1 := Nat.choose_succ_succ' u (s + 1)
        have e2 := Nat.choose_succ_succ' u s
        rw [show 0 + (s + 1) = s + 1 by omega]
        omega
      · have h1 := ih (q + 1) s (by omega)
        have h2 := ih q (s + 2) (by omega)
        rw [show q + (s + 2) = q + 1 + s + 1 by omega] at h2
        have e1 := Nat.choose_succ_succ' u (q + 1 + s + 1)
        have e2 := Nat.choose_succ_succ' u (q + 1 + s)
        rw [show q + 1 + (s + 1) = q + 1 + s + 1 by omega]
        omega

end BranchingAddChoose
```

The error:

```
Main.lean:60:8: error: omega could not prove the goal:
a possible counterexample may satisfy the constraints
  c ≥ 0
  b ≥ 0
  b - c ≤ 0
  b ≥ 1
  2*b - c ≤ 0
  a ≥ 0
where
 a := ↑s
 b := ↑((u + 1).choose (s + 1 + 1))
 c := ↑((u + 1).choose (s + 1))
```

The repair, with which the file compiles:

```diff
@@ -55,4 +55,5 @@
         have h0 : branching u (s + 2) = 0 := branching_eq_zero (by omega)
         have h1 : u.choose (s + 1 + 1) = 0 := Nat.choose_eq_zero_of_lt (by omega)
+        have h2 : u.choose (s + 1) = 0 := Nat.choose_eq_zero_of_lt (by omega)
         have e1 := Nat.choose_succ_succ' u (s + 1)
         have e2 := Nat.choose_succ_succ' u s
```

Diagnosis. The error is at the last `omega` of the case `q = 0` with positive final spin, where all spins are parallel. There `hu` forces `u = s`. After Pascal's rule (`e1`, `e2`), the induction hypothesis `h` and the zeros `h0` and `h1`, the left side of the goal comes to `u.choose s`, and the right side to `u.choose s + u.choose (s + 1)`. So the goal needs `u.choose (s + 1) = 0`.

That is true, since one can't choose `s + 1` shells from `s`, but `omega` does linear arithmetic and treats each binomial coefficient as an unknown number. Its counterexample has `b ≥ 1`, where `b` is `(u + 1).choose (s + 1 + 1)`; by `e1` and `h1` this equals `u.choose (s + 1)`, the very term that should vanish.

The added line `h2` states that it is zero, by `Nat.choose_eq_zero_of_lt`, and the final `omega` then has all it needs.
